# A Quadratic Density Functional Has a Second-Order Energy Error but, in General, a First-Order Fixed-Density Stress Error

When a PAW calculation evaluates the stress, the self-consistency cycle has stopped at some threshold, and the density still carries a small error $d$. A threshold that suits the energy need not suit the stress. For a finite-dimensional quadratic functional that has a strict minimum at every value of a single strain parameter, the theorems below give both errors exactly: the energy error is quadratic in $d$, while the error of the strain derivative at fixed density generally also contains a term linear in $d$.

## The functional and its self-consistent density

```lean
import Mathlib

open Matrix

namespace StrainDerivativeError

noncomputable section

variable {ι : Type*} [Fintype ι] [DecidableEq ι]
```

The index type `ι` labels the finitely many components of the density, for instance expansion coefficients. A density is a function `ι → ℝ`, that is, a real vector.

```lean
/-- The quadratic density functional `⟨n, A n⟩ / 2 - ⟨b, n⟩`. -/
def energy (A : Matrix ι ι ℝ) (b n : ι → ℝ) : ℝ :=
  n ⬝ᵥ A *ᵥ n / 2 - b ⬝ᵥ n
```

This defines
$$E(n)=\tfrac12\langle n,An\rangle-\langle b,n\rangle .$$
In Lean, `*ᵥ` applies a matrix to a vector and `⬝ᵥ` is the dot product. When the matrix $A$ is symmetric, as it is in the theorems on energy and stress errors below, it is the curvature of the energy; $b$ is a linear source. The density is an unconstrained vector, with neither fixed electron number nor non-negativity imposed. A real density functional is not quadratic, so the model describes at most its second-order expansion about a given density. The model also has no orbitals and no augmentation terms, so it shows how the orders of the two errors arise, not how large the errors are in a PAW code.

```lean
/-- The self-consistent density `m = A⁻¹ b`, for invertible `A`. -/
def groundDensity (A : Matrix ι ι ℝ) (b : ι → ℝ) : ι → ℝ :=
  A⁻¹ *ᵥ b
```

The self-consistent density is $m=A^{-1}b$.

```lean
/-- The linear response `A⁻¹ (b' - A' m)` of the self-consistent density to a strain that changes
`A` at the rate `A'` and `b` at the rate `b'`, for invertible `A`. -/
def densityResponse (A A' : Matrix ι ι ℝ) (b b' : ι → ℝ) : ι → ℝ :=
  A⁻¹ *ᵥ (b' - A' *ᵥ groundDensity A b)
```

If strain changes $A$ at the rate $A'$ and $b$ at the rate $b'$, this is the expected response $m'=A^{-1}(b'-A'm)$. So far it is only a formula; that it is the derivative of $m$ is proved further down.

```lean
/-- For positive definite `A` the self-consistent density solves `A m = b`. -/
theorem mulVec_groundDensity {A : Matrix ι ι ℝ} (hA : A.PosDef) (b : ι → ℝ) :
    A *ᵥ groundDensity A b = b := by
  rw [groundDensity, Matrix.mulVec_mulVec, Matrix.mul_nonsing_inv _ hA.det_pos.ne'.isUnit,
    Matrix.one_mulVec]
```

A theorem lists its hypotheses before the colon and its conclusion after it. Here `hA` says that $A$ is positive definite, which physically means that the self-consistent density is a strict minimum, stable against every change of density. The determinant is then positive, the inverse is genuine, and $Am=AA^{-1}b=b$.

```lean
omit [DecidableEq ι] in
/-- A real positive definite matrix defines a symmetric bilinear form. -/
theorem form_symm {A : Matrix ι ι ℝ} (hA : A.PosDef) (x y : ι → ℝ) :
    x ⬝ᵥ A *ᵥ y = y ⬝ᵥ A *ᵥ x := by
  have hT : Aᵀ = A := by
    rw [← Matrix.conjTranspose_eq_transpose_of_trivial]
    exact hA.1
  rw [Matrix.dotProduct_mulVec, ← Matrix.mulVec_transpose, hT, dotProduct_comm]
```

Mathlib's `PosDef` includes symmetry for real matrices, so $\langle x,Ay\rangle=\langle y,Ax\rangle$. The proof extracts $A^{T}=A$ and moves the matrix across the dot product.

## The energy error

```lean
/-- For positive definite `A`, a density error `d` raises the energy by exactly
`⟨d, A d⟩ / 2`. -/
theorem energy_error {A : Matrix ι ι ℝ} (hA : A.PosDef) (b d : ι → ℝ) :
    energy A b (groundDensity A b + d) - energy A b (groundDensity A b)
      = d ⬝ᵥ A *ᵥ d / 2 := by
  have hm := mulVec_groundDensity hA b
  have h1 : groundDensity A b ⬝ᵥ A *ᵥ d = d ⬝ᵥ b := by rw [form_symm hA, hm]
  have h2 : d ⬝ᵥ b = b ⬝ᵥ d := dotProduct_comm _ _
  simp only [energy, Matrix.mulVec_add, dotProduct_add, add_dotProduct, hm]
  linear_combination h1 / 2 + h2
```

Expanding the energy at $m+d$ gives
$$E(m+d)-E(m)=\tfrac12\langle m,Ad\rangle+\tfrac12\langle d,Am\rangle+\tfrac12\langle d,Ad\rangle-\langle b,d\rangle .$$
Since $Am=b$, the second term is $\tfrac12\langle d,b\rangle$. By symmetry the first is the same. Together they cancel $-\langle b,d\rangle$, leaving $\tfrac12\langle d,Ad\rangle$. In the code `simp only` does the expansion, `h1` and `h2` record the two identities, and `linear_combination` carries out the cancellation.

Symmetry is needed here, even when the quadratic form is positive. Take
$$A=\begin{pmatrix}1&1\\0&1\end{pmatrix},\qquad b=\begin{pmatrix}1\\0\end{pmatrix},\qquad d=\begin{pmatrix}0\\ \varepsilon\end{pmatrix}.$$
Then $\langle x,Ax\rangle=x_1^2+x_1x_2+x_2^2>0$ for $x\neq0$, and $A^{-1}b=(1,0)$, but the energy difference is $\varepsilon/2+\varepsilon^2/2$, with a linear term.

## Differentiating with respect to strain

```lean
/-- The determinant of a matrix with differentiable entries is differentiable. -/
theorem differentiableAt_det {M : ℝ → Matrix ι ι ℝ} {t : ℝ}
    (h : ∀ i j, DifferentiableAt ℝ (fun s => M s i j) t) :
    DifferentiableAt ℝ (fun s => (M s).det) t := by
  simp only [Matrix.det_apply']
  refine DifferentiableAt.fun_sum fun σ _ => ?_
  have hprod : ∀ u : Finset ι, DifferentiableAt ℝ (fun s => ∏ i ∈ u, M s (σ i) i) t := by
    intro u
    induction u using Finset.induction_on with
    | empty => simp
    | insert a u ha ih =>
      simp only [Finset.prod_insert ha]
      exact (h _ _).mul ih
  exact (hprod Finset.univ).const_mul _
```

The determinant is a sum over permutations of signed products of entries. Induction on the set of factors shows that each product is differentiable, and a finite sum of differentiable functions is differentiable.

```lean
variable {A : ℝ → Matrix ι ι ℝ} {b : ℝ → ι → ℝ} {A' : Matrix ι ι ℝ} {b' : ι → ℝ} {t : ℝ}

omit [DecidableEq ι] in
/-- Product rule for the quadratic form `⟨δ, A δ⟩` when both the matrix and the vector depend
differentiably on strain. -/
theorem hasDerivAt_form {δ : ℝ → ι → ℝ} {δ' : ι → ℝ}
    (hA : ∀ i j, HasDerivAt (fun s => A s i j) (A' i j) t)
    (hδ : ∀ i, HasDerivAt (fun s => δ s i) (δ' i) t) :
    HasDerivAt (fun s => δ s ⬝ᵥ A s *ᵥ δ s)
      (δ' ⬝ᵥ A t *ᵥ δ t + δ t ⬝ᵥ (A' *ᵥ δ t + A t *ᵥ δ')) t := by
  have h1 : ∀ i, HasDerivAt (fun s => (A s *ᵥ δ s) i) ((A' *ᵥ δ t + A t *ᵥ δ') i) t := by
    intro i
    have h : HasDerivAt (fun s => ∑ j, A s i j * δ s j)
        (∑ j, (A' i j * δ t j + A t i j * δ' j)) t :=
      HasDerivAt.fun_sum fun j _ => (hA i j).fun_mul (hδ j)
    rw [Finset.sum_add_distrib] at h
    exact h
  have h2 : HasDerivAt (fun s => ∑ i, δ s i * (A s *ᵥ δ s) i)
      (∑ i, (δ' i * (A t *ᵥ δ t) i + δ t i * (A' *ᵥ δ t + A t *ᵥ δ') i)) t :=
    HasDerivAt.fun_sum fun i _ => (hδ i).fun_mul (h1 i)
  rw [Finset.sum_add_distrib] at h2
  exact h2
```

`HasDerivAt f f' t` says that $f$ is differentiable at $t$ with derivative $f'$. The variable $s$ runs over strains, and $t$ is the strain at which derivatives are taken. `A'` and `b'` are the derivatives at $t$, entry by entry. The statement is the product rule
$$\frac{d}{ds}\langle\delta,A\delta\rangle\Big|_{t}=\langle\delta',A\delta\rangle+\langle\delta,A'\delta+A\delta'\rangle .$$
The proof applies the scalar product rule first to $A\delta$ and then to its dot product with $\delta$.

```lean
variable (hpos : ∀ s, (A s).PosDef)
  (hA : ∀ i j, HasDerivAt (fun s => A s i j) (A' i j) t)
  (hb : ∀ i, HasDerivAt (fun s => b s i) (b' i) t)

include hpos hA hb

/-- For positive definite `A(s)`, with `A` and `b` differentiable at `t`, the self-consistent
density is differentiable there and its strain derivative is the linear response. -/
theorem hasDerivAt_groundDensity (i : ι) :
    HasDerivAt (fun s => groundDensity (A s) (b s) i)
      (densityResponse (A t) A' (b t) b' i) t := by
  -- Cramer's rule makes every component a quotient of determinants
  have hdiff : ∀ i, DifferentiableAt ℝ (fun s => groundDensity (A s) (b s) i) t := by
    intro i
    have key : ∀ s, groundDensity (A s) (b s) i
        = (A s).det⁻¹ * ((A s).updateCol i (b s)).det := by
      intro s
      rw [groundDensity, Matrix.inv_def, Ring.inverse_eq_inv', Matrix.smul_mulVec,
        ← Matrix.cramer_eq_adjugate_mulVec, Pi.smul_apply, Matrix.cramer_apply, smul_eq_mul]
    simp only [key]
    refine ((differentiableAt_det fun j k => (hA j k).differentiableAt).inv
      (hpos t).det_pos.ne').mul (differentiableAt_det fun j k => ?_)
    simp only [Matrix.updateCol_apply]
    split_ifs
    · exact (hb j).differentiableAt
    · exact (hA j k).differentiableAt
  obtain ⟨v, hv⟩ : ∃ v : ι → ℝ, ∀ i,
      HasDerivAt (fun s => groundDensity (A s) (b s) i) (v i) t :=
    ⟨fun i => deriv (fun s => groundDensity (A s) (b s) i) t, fun i => (hdiff i).hasDerivAt⟩
  -- differentiate the self-consistency equation `A m = b`
  have hsum : A' *ᵥ groundDensity (A t) (b t) + A t *ᵥ v = b' := by
    funext i
    have h1 : HasDerivAt (fun s => ∑ j, A s i j * groundDensity (A s) (b s) j)
        (∑ j, (A' i j * groundDensity (A t) (b t) j + A t i j * v j)) t :=
      HasDerivAt.fun_sum fun j _ => (hA i j).fun_mul (hv j)
    have h2 : (fun s => ∑ j, A s i j * groundDensity (A s) (b s) j) = fun s => b s i :=
      funext fun s => congrFun (mulVec_groundDensity (hpos s) (b s)) i
    rw [h2] at h1
    have h3 := h1.unique (hb i)
    rw [Finset.sum_add_distrib] at h3
    exact h3
  have hr : densityResponse (A t) A' (b t) b' = v := by
    rw [densityResponse, ← hsum, add_sub_cancel_left, Matrix.mulVec_mulVec,
      Matrix.nonsing_inv_mul _ (hpos t).det_pos.ne'.isUnit, Matrix.one_mulVec]
  rw [hr]
  exact hv i
```

The `variable` and `include` lines give this theorem and all later ones three hypotheses: $A(s)$ is positive definite at every strain, and $A$ and $b$ are differentiable at $t$.

The proof has two stages. Cramer's rule writes $m_i$ as the determinant of $A$ with column $i$ replaced by $b$, divided by $\det A$. Both determinants are differentiable and $\det A>0$, so $m_i$ has a derivative, called $v_i$. Differentiating $A(s)m(s)=b(s)$ at $t$ then gives
$$A'm+Av=b',\qquad v=A^{-1}(b'-A'm)=m'.$$
The first equation is `hsum`. It uses the fact that a function has only one derivative at a point.

## The stress error

```lean
/-- Let `A(s)` be positive definite, `A` and `b` differentiable at `t`, and let a trial density
`n(s)` equal `m + d` at `t` and move with velocity `w` there. The strain derivative of its energy
then errs by `⟨d, A (w - m')⟩ + ⟨d, A' d⟩ / 2`. -/
theorem stress_error_carried {n : ℝ → ι → ℝ} {w d : ι → ℝ}
    (hn : ∀ i, HasDerivAt (fun s => n s i) (w i) t)
    (hd : n t = groundDensity (A t) (b t) + d) :
    HasDerivAt
      (fun s => energy (A s) (b s) (n s) - energy (A s) (b s) (groundDensity (A s) (b s)))
      (d ⬝ᵥ A t *ᵥ (w - densityResponse (A t) A' (b t) b') + d ⬝ᵥ A' *ᵥ d / 2) t := by
  -- at every strain the energy error is a quadratic form in the density error
  have heq : (fun s => energy (A s) (b s) (n s)
        - energy (A s) (b s) (groundDensity (A s) (b s)))
      = fun s => (n s - groundDensity (A s) (b s)) ⬝ᵥ
          A s *ᵥ (n s - groundDensity (A s) (b s)) / 2 := by
    funext s
    have h := energy_error (hpos s) (b s) (n s - groundDensity (A s) (b s))
    rwa [add_sub_cancel] at h
  have hq := (hasDerivAt_form (δ := fun s => n s - groundDensity (A s) (b s))
    (δ' := w - densityResponse (A t) A' (b t) b') hA
    (fun i => (hn i).fun_sub (hasDerivAt_groundDensity hpos hA hb i))).div_const 2
  rw [heq]
  refine hq.congr_deriv ?_
  have hδ : n t - groundDensity (A t) (b t) = d := by rw [hd, add_sub_cancel_left]
  simp only [hδ, dotProduct_add]
  rw [form_symm (hpos t) (w - densityResponse (A t) A' (b t) b') d]
  ring
```

The trial density $n(s)$ equals $m+d$ at strain $t$ and moves with velocity $w$ there. The error is the derivative of the trial energy minus that of the self-consistent energy. This is a derivative with respect to strain; the usual division by volume to obtain a stress is left out.

The energy error formula holds at every strain. With $\delta(s)=n(s)-m(s)$, the energy difference is therefore $\tfrac12\langle\delta,A\delta\rangle$ for all $s$, which is `heq`. At $t$ we have $\delta=d$ and $\delta'=w-m'$, so the product rule gives
$$\tfrac12\langle w-m',Ad\rangle+\tfrac12\langle d,A'd\rangle+\tfrac12\langle d,A(w-m')\rangle .$$
Symmetry merges the first and last terms:
$$\langle d,A(w-m')\rangle+\tfrac12\langle d,A'd\rangle .$$
The linear term pairs $d$ with the mismatch between the velocity of the trial density and the true response, so it vanishes when the two agree.

```lean
/-- For positive definite `A(s)`, with `A` and `b` differentiable at `t`, the strain derivative
taken at the fixed density `m(t) + d` errs by `-⟨d, A m'⟩ + ⟨d, A' d⟩ / 2`. -/
theorem stress_error_fixed (d : ι → ℝ) :
    HasDerivAt
      (fun s => energy (A s) (b s) (groundDensity (A t) (b t) + d)
        - energy (A s) (b s) (groundDensity (A s) (b s)))
      (-(d ⬝ᵥ A t *ᵥ densityResponse (A t) A' (b t) b') + d ⬝ᵥ A' *ᵥ d / 2) t := by
  have h := stress_error_carried hpos hA hb (n := fun _ => groundDensity (A t) (b t) + d)
    (w := 0) (d := d) (fun i => hasDerivAt_const _ _) rfl
  refine h.congr_deriv ?_
  simp only [zero_sub, Matrix.mulVec_neg, dotProduct_neg]
```

Here the components of the density stay at their values in $m(t)+d$ while the strain varies. If they are coefficients of basis functions that deform with the cell, the density in space still changes. Setting $w=0$ gives the error
$$-\langle d,Am'\rangle+\tfrac12\langle d,A'd\rangle .$$

The smallest non-trivial case has one component. Let $A(s)=1$ and $b(s)=s$, so that $m(s)=s$ and $m'=1$. The energy difference at fixed density $t+d$ is $\tfrac12(t+d-s)^2$. At $s=t$ its value is $d^2/2$ and its derivative is $-d$. With $d=10^{-3}$, the energy is wrong by $5\times10^{-7}$ and the strain derivative by $10^{-3}$ in magnitude.

```lean
/-- For positive definite `A(s)`, with `A` and `b` differentiable at `t`, a trial density
`m(s) + d` that follows the self-consistent one gives a strain derivative whose error is only
`⟨d, A' d⟩ / 2`. -/
theorem stress_error_comoving (d : ι → ℝ) :
    HasDerivAt
      (fun s => energy (A s) (b s) (groundDensity (A s) (b s) + d)
        - energy (A s) (b s) (groundDensity (A s) (b s)))
      (d ⬝ᵥ A' *ᵥ d / 2) t := by
  have h := stress_error_carried hpos hA hb (n := fun s => groundDensity (A s) (b s) + d)
    (w := densityResponse (A t) A' (b t) b') (d := d)
    (fun i => (hasDerivAt_groundDensity hpos hA hb i).add_const (d i)) rfl
  refine h.congr_deriv ?_
  rw [sub_self, Matrix.mulVec_zero, dotProduct_zero, zero_add]
```

If the trial density is $m(s)+d$, with $d$ constant, it follows the self-consistent density and $w=m'$. The linear term vanishes and only $\tfrac12\langle d,A'd\rangle$ remains.

## When the fixed-density error is second order

```lean
/-- For positive definite `A(s)`, with `A` and `b` differentiable at `t`, the fixed-density stress
error is of second order along every density error `d` exactly when the density response
vanishes. -/
theorem second_order_iff :
    (∀ d : ι → ℝ, ∃ C : ℝ, ∀ ε : ℝ,
      |deriv (fun s => energy (A s) (b s) (groundDensity (A t) (b t) + ε • d)
        - energy (A s) (b s) (groundDensity (A s) (b s))) t| ≤ C * ε ^ 2)
      ↔ densityResponse (A t) A' (b t) b' = 0 := by
  have hder : ∀ (d : ι → ℝ) (ε : ℝ),
      deriv (fun s => energy (A s) (b s) (groundDensity (A t) (b t) + ε • d)
        - energy (A s) (b s) (groundDensity (A s) (b s))) t
      = -(ε * (d ⬝ᵥ A t *ᵥ densityResponse (A t) A' (b t) b'))
        + ε ^ 2 * (d ⬝ᵥ A' *ᵥ d / 2) := by
    intro d ε
    rw [(stress_error_fixed hpos hA hb (ε • d)).deriv]
    simp only [smul_dotProduct, Matrix.mulVec_smul, dotProduct_smul, smul_eq_mul]
    ring
  simp only [hder]
  generalize densityResponse (A t) A' (b t) b' = r
  constructor
  · intro h
    by_contra hr
    -- test the density error along the response itself
    obtain ⟨C, hC⟩ := h r
    have hp : 0 < r ⬝ᵥ A t *ᵥ r := by
      have h0 := (hpos t).dotProduct_mulVec_pos hr
      rwa [star_trivial] at h0
    generalize r ⬝ᵥ A t *ᵥ r = a at hC hp
    generalize r ⬝ᵥ A' *ᵥ r / 2 = q at hC
    have hK : 0 < |C + q| + 1 := by positivity
    obtain ⟨ε, hε, h2⟩ : ∃ ε : ℝ, 0 < ε ∧ ε * (|C + q| + 1) = a :=
      ⟨a / (|C + q| + 1), div_pos hp hK, div_mul_cancel₀ _ hK.ne'⟩
    have h1 := (neg_le_abs _).trans (hC ε)
    have h3 := mul_le_mul_of_nonneg_right (le_abs_self (C + q)) (sq_nonneg ε)
    have h4 : ε ^ 2 * (|C + q| + 1) = ε * a := by linear_combination ε * h2
    have h5 : 0 < ε ^ 2 := pow_pos hε 2
    nlinarith [h1, h3, h4, h5]
  · intro hr d
    refine ⟨|d ⬝ᵥ A' *ᵥ d / 2|, fun ε => ?_⟩
    rw [hr, Matrix.mulVec_zero, dotProduct_zero, mul_zero, neg_zero, zero_add, abs_mul,
      abs_of_nonneg (sq_nonneg ε)]
    exact (mul_comm _ _).le

end

end StrainDerivativeError
```

The left side of `↔` says that for every direction $d$ there is a constant $C$, which may depend on $d$, such that the fixed-density error at $m+\varepsilon d$ is at most $C\varepsilon^2$ in magnitude for all real $\varepsilon$. The theorem states that this holds exactly when $m'=0$. That is, the components of the self-consistent density must not change to first order in the strain.

Replacing $d$ by $\varepsilon d$ in the previous formula gives `hder`:
$$-\varepsilon\langle d,Am'\rangle+\tfrac12\varepsilon^2\langle d,A'd\rangle .$$
If $m'=0$, the bound holds with $C=\tfrac12|\langle d,A'd\rangle|$.

For the converse, suppose $m'\neq0$ and test the direction $d=m'$. Write $a=\langle m',Am'\rangle$, which is positive by positive definiteness, and $q=\tfrac12\langle m',A'm'\rangle$. The assumed bound gives $\varepsilon a-\varepsilon^2q\le C\varepsilon^2$, hence
$$\varepsilon a\le(C+q)\varepsilon^2\le|C+q|\,\varepsilon^2 .$$
Choose $\varepsilon=a/(|C+q|+1)>0$. Then $\varepsilon a=(|C+q|+1)\varepsilon^2$, and the inequality would force $\varepsilon^2\le0$, a contradiction. In the code `r` stands for $m'$, and `nlinarith` closes the proof from these inequalities.

```lean
#print axioms StrainDerivativeError.stress_error_comoving
#print axioms StrainDerivativeError.second_order_iff
```

```
'StrainDerivativeError.stress_error_comoving' depends on axioms: [propext, Classical.choice, Quot.sound]
'StrainDerivativeError.second_order_iff' depends on axioms: [propext, Classical.choice, Quot.sound]
```
